# The wave-number derivative of an s-wave phase shift and Wigner's bound

A slow wave packet with zero angular momentum and a narrow spread of wave numbers around \(k\) runs into a potential confined to a sphere of radius \(R\) and comes out again. If the phase shift is \(\delta(k)\), the outgoing packet lags a free one by the distance \(2\delta'(k)\). A negative \(\delta'\) means that it emerges early, as it would after bouncing off the surface of the sphere. How early can it be?

Let \(u_k(r)\) be the real radial wave at wave number \(k\), with \(u_k''=(V-k^2)u_k\), where \(V\) is the potential energy times \(2m/\hbar^2\). The wave is scaled to equal \(\sin(kr+\delta(k))\) outside the sphere. Under the hypotheses discussed below,

\[
\delta'(k)=2\int_0^R u_k^2\,dr-R+\frac{\sin 2(kR+\delta(k))}{2k}\;\ge\;-R-\frac1{2k}.
\]

The packet is therefore ahead by at most \(2R+1/k\). For a single scatterer and particles that do not interact with each other, \(\delta'/\pi\) is also the s-wave change in the density of states per unit wave number and spin.

In Lean, `u q r` is \(u_q(r)\), `du q r` is its slope, and `δ'` is a number, the derivative of `δ` at the one point `k`. Two structures hold the conditions on the wave at each wave number.

```lean
import Mathlib

open Set Filter Topology MeasureTheory

namespace PhaseShiftDerivative

/-- A regular s-wave `u` with slope `du` at wave number `k`: it vanishes at the origin and solves
`u'' = (V - k²) u` inside the sphere of radius `R`, with `u` and `du` continuous up to the ends. -/
structure IsRadialWave (V : ℝ → ℝ) (R k : ℝ) (u du : ℝ → ℝ) : Prop where
  cont : ContinuousOn u (Icc 0 R)
  cont_slope : ContinuousOn du (Icc 0 R)
  slope : ∀ r ∈ Ioo 0 R, HasDerivAt u (du r) r
  schrodinger : ∀ r ∈ Ioo 0 R, HasDerivAt du ((V r - k ^ 2) * u r) r
  origin : u 0 = 0

/-- The wave joins the free wave `sin (k r + d)` in value and slope at the radius `R`. -/
structure MatchesFreeWave (R k d : ℝ) (u du : ℝ → ℝ) : Prop where
  value : u R = Real.sin (k * R + d)
  slope : du R = k * Real.cos (k * R + d)
```

## A regular wave in an energy-independent potential

`IsRadialWave` says that the wave vanishes at the origin and solves the radial equation inside the sphere. `V` is an arbitrary real function, and the equation is required only for \(0<r<R\), so a nuclear singularity is allowed as long as the wave and its slope stay continuous up to the ends. A jump of `V` at an interior radius is not covered: the slope has a kink there, and so no derivative, unless the wave vanishes at that radius. A square well is covered when its edge is at \(R\). In the theorems, `hu` uses the same `V` at every positive wave number.

By hand, take two wave numbers \(k,q\) and set \(W=u_k'u_q-u_ku_q'\). The terms \(u_k'u_q'\) cancel on differentiation, and so does the potential:

\[
W'=(V-k^2)u_ku_q-u_k(V-q^2)u_q=(q^2-k^2)u_ku_q .
\]

Since \(u_k(0)=u_q(0)=0\), \(W(0)=0\), and integration gives

\[
(q^2-k^2)\int_0^R u_ku_q\,dr=u_k'(R)u_q(R)-u_k(R)u_q'(R).
\]

The proof follows this line: `hd` is the cancellation, and the fundamental theorem of calculus needs the derivative only in the open interval.

```lean
/-- The overlap of two regular waves in the same potential, times the difference of their
energies, is their Wronskian at the sphere boundary. -/
theorem overlap_eq_wronskian {V u du w dw : ℝ → ℝ} {R k q : ℝ} (hR : 0 ≤ R)
    (hu : IsRadialWave V R k u du) (hw : IsRadialWave V R q w dw) :
    (q ^ 2 - k ^ 2) * ∫ r in (0 : ℝ)..R, u r * w r = du R * w R - u R * dw R := by
  have hc : ContinuousOn (fun r => du r * w r - u r * dw r) (Icc 0 R) :=
    (hu.cont_slope.mul hw.cont).sub (hu.cont.mul hw.cont_slope)
  -- the potential cancels in the derivative of the Wronskian
  have hd : ∀ r ∈ Ioo 0 R, HasDerivAt (fun r => du r * w r - u r * dw r)
      ((q ^ 2 - k ^ 2) * (u r * w r)) r := by
    intro r hr
    exact (((hu.schrodinger r hr).fun_mul (hw.slope r hr)).fun_sub
      ((hu.slope r hr).fun_mul (hw.schrodinger r hr))).congr_deriv (by ring)
  have hi : IntervalIntegrable (fun r => (q ^ 2 - k ^ 2) * (u r * w r)) volume 0 R := by
    apply ContinuousOn.intervalIntegrable
    rw [uIcc_of_le hR]
    exact continuousOn_const.mul (hu.cont.mul hw.cont)
  have h := intervalIntegral.integral_eq_sub_of_hasDerivAt_of_le hR hc hd hi
  rw [intervalIntegral.integral_const_mul] at h
  simp only [hu.origin, hw.origin] at h
  linarith
```

Without regularity at the origin, \(W(0)\) need not vanish and would have to be kept. With an energy-dependent potential, \(V\) would not cancel, and \(2k\int u_k^2\) would become \(\int(2k-\partial_kV)u_k^2\), which can be negative and so removes the basis of the bound.

## Continuity in wave number and radius together

The hypothesis `hc` says that a small change of energy changes the wave inside the sphere only slightly. It is assumed here for \(q>0\) and \(0\le r\le R\); for a potential that is bounded and continuous in \(0<r<R\) and a continuous \(\delta\) it follows from the continuous dependence of solutions on their data at \(R\).

The derivation uses it when \(q\to k\). Put \(I(q)=\int_0^R u_ku_q\,dr\). The function \((q^2-k^2)I(q)\) vanishes at \(q=k\), so its difference quotient is

\[
\frac{(q^2-k^2)I(q)}{q-k}=(q+k)I(q)\longrightarrow 2k\,I(k)=2k\int_0^R u_k^2\,dr .
\]

Only continuity of \(I\) is needed; the wave is never differentiated with respect to \(k\). Without it, this limit would have no justification.

In `overlap_continuousAt`, the arguments are clamped to \(q\ge k/2\) and \(0\le r\le R\). This extends the wave to a continuous function on the whole plane, to which Mathlib's theorem on parametric integrals applies, and near \(k\) the integral is unchanged. The second lemma is the difference quotient above.

```lean
/-- The overlap of the wave at `k` with the wave at `q` is continuous in `q` at `q = k`. -/
theorem overlap_continuousAt {u : ℝ → ℝ → ℝ} {R k : ℝ} (hR : 0 ≤ R) (hk : 0 < k)
    (hc : ContinuousOn (fun p : ℝ × ℝ => u p.1 p.2) (Ioi 0 ×ˢ Icc 0 R)) :
    ContinuousAt (fun q => ∫ r in (0 : ℝ)..R, u k r * u q r) k := by
  -- extend the family continuously to all arguments by clamping them
  obtain ⟨g, hg, hgu⟩ : ∃ g : ℝ × ℝ → ℝ, Continuous g ∧
      ∀ q r, k / 2 ≤ q → r ∈ Icc 0 R → g (q, r) = u q r := by
    refine ⟨fun p => u (max p.1 (k / 2)) (max 0 (min p.2 R)), ?_, ?_⟩
    · have hφ : Continuous (fun p : ℝ × ℝ => (max p.1 (k / 2), max 0 (min p.2 R))) := by
        fun_prop
      refine hc.comp_continuous hφ ?_
      intro p
      have h1 : 0 < max p.1 (k / 2) := lt_max_of_lt_right (half_pos hk)
      have h2 : 0 ≤ max 0 (min p.2 R) := le_max_left _ _
      have h3 : max 0 (min p.2 R) ≤ R := max_le hR (min_le_right _ _)
      exact ⟨h1, h2, h3⟩
    · intro q r hq hr
      change u (max q (k / 2)) (max 0 (min r R)) = u q r
      rw [max_eq_left hq, min_eq_left hr.2, max_eq_right hr.1]
  have hG : Continuous (fun p : ℝ × ℝ => g (k, p.2) * g (p.1, p.2)) := by
    fun_prop
  have hI : Continuous (fun q => ∫ r in (0 : ℝ)..R, g (k, r) * g (q, r)) :=
    intervalIntegral.continuous_parametric_intervalIntegral_of_continuous'
      (f := fun q r => g (k, r) * g (q, r)) hG 0 R
  refine hI.continuousAt.congr ?_
  filter_upwards [Ioi_mem_nhds (half_lt_self hk)] with q hq
  apply intervalIntegral.integral_congr
  intro r hr
  rw [uIcc_of_le hR] at hr
  change g (k, r) * g (q, r) = u k r * u q r
  rw [hgu k r (half_lt_self hk).le hr, hgu q r (le_of_lt hq) hr]

/-- If `I` is continuous at `k`, then `(q² - k²) I(q)` has derivative `2 k I(k)` at `q = k`. -/
theorem hasDerivAt_energy_difference_mul {I : ℝ → ℝ} {k : ℝ} (hI : ContinuousAt I k) :
    HasDerivAt (fun q => (q ^ 2 - k ^ 2) * I q) (2 * k * I k) k := by
  rw [hasDerivAt_iff_tendsto_slope]
  have hc : ContinuousAt (fun q => (q + k) * I q) k :=
    (show ContinuousAt (fun q : ℝ => q + k) k by fun_prop).mul hI
  have ht : Tendsto (fun q => (q + k) * I q) (𝓝[≠] k) (𝓝 ((k + k) * I k)) :=
    hc.tendsto.mono_left nhdsWithin_le_nhds
  rw [← two_mul] at ht
  refine ht.congr' ?_
  filter_upwards [self_mem_nhdsWithin] with q hq
  have hqk : q - k ≠ 0 := sub_ne_zero.mpr hq
  rw [slope_def_field, eq_div_iff hqk]
  ring
```

## Matching to the free wave, with a differentiable phase

`MatchesFreeWave` fixes both the phase and the amplitude: \(u_q(R)=\sin\theta(q)\) and \(u_q'(R)=q\cos\theta(q)\), where \(\theta(q)=qR+\delta(q)\). That \(\delta\) is the scattering phase shift relies on the potential being zero beyond \(R\), a region that the theorems do not mention. Without the unit amplitude, \(\int u_k^2\) would carry an arbitrary factor and the identity would fail.

The boundary term becomes

\[
F(q)=k\cos\theta(k)\sin\theta(q)-q\sin\theta(k)\cos\theta(q).
\]

Differentiability of \(\delta\) at \(k\), the hypothesis `hδ`, gives \(\theta'(k)=R+\delta'(k)\). With \(\theta=\theta(k)\),

\[
F'(k)=k\theta'(\cos^2\theta+\sin^2\theta)-\sin\theta\cos\theta
=k(R+\delta')-\tfrac12\sin2\theta .
\]

Equating this to \(2k\int u_k^2\) and dividing by \(k\) gives the identity. Matching alone leaves \(\delta\) free to jump by \(2\pi\), so a smooth branch has to be chosen.

In the proof, `hF` is the derivative of \(F\), `hE` identifies \(F\) with the overlap expression near \(k\), and `hF.unique` equates the two derivatives.

```lean
/-- The derivative of the phase shift with respect to wave number, expressed by the squared norm of
the wave inside the sphere: `δ' = 2 ∫ u² - R + sin (2 (k R + δ)) / (2 k)`. -/
theorem phaseShift_deriv {V δ : ℝ → ℝ} {u du : ℝ → ℝ → ℝ} {R k δ' : ℝ}
    (hR : 0 ≤ R) (hk : 0 < k)
    (hc : ContinuousOn (fun p : ℝ × ℝ => u p.1 p.2) (Ioi 0 ×ˢ Icc 0 R))
    (hu : ∀ q, 0 < q → IsRadialWave V R q (u q) (du q))
    (hm : ∀ q, 0 < q → MatchesFreeWave R q (δ q) (u q) (du q))
    (hδ : HasDerivAt δ δ' k) :
    δ' = 2 * (∫ r in (0 : ℝ)..R, u k r ^ 2) - R
      + Real.sin (2 * (k * R + δ k)) / (2 * k) := by
  have ha : HasDerivAt (fun q => q * R + δ q) (R + δ') k :=
    (((hasDerivAt_id' k).mul_const R).fun_add hδ).congr_deriv (by ring)
  -- differentiate the boundary Wronskian, written with the phase shift
  have hF : HasDerivAt (fun q => k * Real.cos (k * R + δ k) * Real.sin (q * R + δ q)
      - Real.sin (k * R + δ k) * (q * Real.cos (q * R + δ q)))
      (k * (R + δ') - Real.sin (k * R + δ k) * Real.cos (k * R + δ k)) k :=
    ((ha.sin.const_mul (k * Real.cos (k * R + δ k))).fun_sub
      (((hasDerivAt_id' k).fun_mul ha.cos).const_mul (Real.sin (k * R + δ k)))).congr_deriv (by
        linear_combination (k * (R + δ')) * Real.sin_sq_add_cos_sq (k * R + δ k))
  have hE : (fun q => k * Real.cos (k * R + δ k) * Real.sin (q * R + δ q)
      - Real.sin (k * R + δ k) * (q * Real.cos (q * R + δ q))) =ᶠ[𝓝 k]
      (fun q => (q ^ 2 - k ^ 2) * ∫ r in (0 : ℝ)..R, u k r * u q r) := by
    filter_upwards [Ioi_mem_nhds hk] with q hq
    rw [overlap_eq_wronskian hR (hu k hk) (hu q hq), (hm k hk).value, (hm k hk).slope,
      (hm q hq).value, (hm q hq).slope]
  -- the same function has derivative `2 k ∫ u²`
  have e := hF.unique ((hasDerivAt_energy_difference_mul
    (overlap_continuousAt hR hk hc)).congr_of_eventuallyEq hE)
  simp only [← sq] at e
  have h3 : k * (2 * Real.sin (k * R + δ k) * Real.cos (k * R + δ k) / (2 * k))
      = Real.sin (k * R + δ k) * Real.cos (k * R + δ k) := by
    field_simp
  rw [Real.sin_two_mul]
  apply mul_left_cancel₀ hk.ne'
  linear_combination e - h3
```

## Positive wave number and the bound

The condition \(k>0\) permits the division by \(k\) and leaves room for nearby positive \(q\). As \(k\to0\) the lower bound tends to \(-\infty\), so it sets no uniform limit at threshold. The radius need only satisfy \(R\ge0\), which orients the integral.

Because the wave is real, \(\int u_k^2\ge0\); the sine is at least \(-1\). Inserting both gives the bound, and `hn` and `hs` are these two estimates.

```lean
/-- Wigner's bound: the phase shift `δ` of regular waves matched to free waves at the radius `R` has
a derivative of at least `-R - 1 / (2 k)` at the wave number `k`. -/
theorem wigner_bound {V δ : ℝ → ℝ} {u du : ℝ → ℝ → ℝ} {R k δ' : ℝ}
    (hR : 0 ≤ R) (hk : 0 < k)
    (hc : ContinuousOn (fun p : ℝ × ℝ => u p.1 p.2) (Ioi 0 ×ˢ Icc 0 R))
    (hu : ∀ q, 0 < q → IsRadialWave V R q (u q) (du q))
    (hm : ∀ q, 0 < q → MatchesFreeWave R q (δ q) (u q) (du q))
    (hδ : HasDerivAt δ δ' k) :
    -R - 1 / (2 * k) ≤ δ' := by
  have h := phaseShift_deriv hR hk hc hu hm hδ
  have hn : 0 ≤ ∫ r in (0 : ℝ)..R, u k r ^ 2 :=
    intervalIntegral.integral_nonneg hR (fun r _ => sq_nonneg _)
  have hs : (-1) / (2 * k) ≤ Real.sin (2 * (k * R + δ k)) / (2 * k) :=
    div_le_div_of_nonneg_right (Real.neg_one_le_sin _) (by positivity)
  rw [neg_div] at hs
  linarith
```

The same hypotheses give a comparison with the shifted free wave. From \(\sin^2x=(1-\cos2x)/2\),

\[
2\int_0^R\sin^2(kr+\delta)\,dr=R-\frac{\sin2(kR+\delta)-\sin2\delta}{2k},
\]

where \(\delta=\delta(k)\) is held fixed. Substitution into the identity yields

\[
\delta'=2\int_0^R\left[u_k^2-\sin^2(kr+\delta)\right]dr+\frac{\sin2\delta}{2k}.
\]

`freeWave_norm` proves the integral by differentiating an explicit antiderivative, and the final theorem makes the substitution.

```lean
/-- The squared norm of the free wave `sin (k r + d)` inside the sphere of radius `R`. -/
theorem freeWave_norm {k : ℝ} (hk : 0 < k) (R d : ℝ) :
    ∫ r in (0 : ℝ)..R, Real.sin (k * r + d) ^ 2
      = R / 2 - (Real.sin (2 * (k * R + d)) - Real.sin (2 * d)) / (4 * k) := by
  have hd : ∀ r ∈ uIcc 0 R, HasDerivAt (fun r => r / 2 - Real.sin (2 * (k * r + d)) / (4 * k))
      (Real.sin (k * r + d) ^ 2) r := by
    intro r _
    have h1 : HasDerivAt (fun r => 2 * (k * r + d)) (2 * (k * 1)) r :=
      (((hasDerivAt_id' r).const_mul k).add_const d).const_mul 2
    refine (((hasDerivAt_id' r).div_const 2).fun_sub (h1.sin.div_const (4 * k))).congr_deriv ?_
    have h2 : Real.cos (2 * (k * r + d)) * (2 * (k * 1)) / (4 * k)
        = Real.cos (2 * (k * r + d)) / 2 := by
      field_simp
      ring
    rw [h2, Real.cos_two_mul]
    linear_combination -Real.sin_sq_add_cos_sq (k * r + d)
  have hi : IntervalIntegrable (fun r => Real.sin (k * r + d) ^ 2) volume 0 R :=
    Continuous.intervalIntegrable (by fun_prop) 0 R
  rw [intervalIntegral.integral_eq_sub_of_hasDerivAt hd hi]
  simp only [mul_zero, zero_add]
  ring

/-- The derivative of the phase shift is twice the excess of the squared norm of the wave in the
sphere over that of the shifted free wave, plus `sin (2 δ) / (2 k)`. -/
theorem phaseShift_deriv_eq_excess {V δ : ℝ → ℝ} {u du : ℝ → ℝ → ℝ} {R k δ' : ℝ}
    (hR : 0 ≤ R) (hk : 0 < k)
    (hc : ContinuousOn (fun p : ℝ × ℝ => u p.1 p.2) (Ioi 0 ×ˢ Icc 0 R))
    (hu : ∀ q, 0 < q → IsRadialWave V R q (u q) (du q))
    (hm : ∀ q, 0 < q → MatchesFreeWave R q (δ q) (u q) (du q))
    (hδ : HasDerivAt δ δ' k) :
    δ' = 2 * ((∫ r in (0 : ℝ)..R, u k r ^ 2) - ∫ r in (0 : ℝ)..R, Real.sin (k * r + δ k) ^ 2)
      + Real.sin (2 * δ k) / (2 * k) := by
  rw [freeWave_norm hk R (δ k)]
  linear_combination phaseShift_deriv hR hk hc hu hm hδ

end PhaseShiftDerivative
```

```lean
#print axioms PhaseShiftDerivative.wigner_bound
-- 'PhaseShiftDerivative.wigner_bound' depends on axioms: [propext, Classical.choice, Quot.sound]
#print axioms PhaseShiftDerivative.phaseShift_deriv_eq_excess
-- 'PhaseShiftDerivative.phaseShift_deriv_eq_excess' depends on axioms: [propext, Classical.choice, Quot.sound]
```

## Computing the derivative from one energy

A radial solver integrates outward from the origin with an arbitrary amplitude. Dividing the result by \(\sqrt{u(R)^2+(u'(R)/k)^2}\) imposes the matching amplitude; the overall sign does not affect the identity. The phase \(\theta\) follows from \(u(R)\) and \(u'(R)/k\) as its sine and cosine, and a quadrature of \(u^2\) then gives \(\delta'\) at that single energy. A finite difference of \(\delta\) with respect to \(k\), with jumps by multiples of \(\pi\) removed, should agree with it to within the discretisation error.
